# Upper and lower bounds on the overlap of two Slater determinants from the Anderson integral

One particle sits on the first of two sites, in the orbital $(1,0)$. A perturbation turns the occupied orbital into $(4/5,\,3/5)$ and leaves $(-3/5,\,4/5)$ empty. The squared overlap of old and new states is $0.64$; the missing $0.36$ is the weight of the old orbital in the new empty one. Ten separate copies of this system, with ten fermions in all, have squared overlap $0.64^{10}\approx 0.012$. Modest losses per particle multiply into near-orthogonality.

The physical question is how large the squared overlap of the old and new $N$-fermion ground states is when a perturbation, such as a suddenly created core hole, changes all the orbitals at once. The fermions here are non-interacting and the one-particle space is finite. If the system starts in the old ground state and the change is sudden, this squared overlap is the probability of finding it in the new ground state just afterwards.

## Orbitals, overlap and leaked weight

The index types `m`, `n` and `u` label one-particle basis states, particles and empty orbitals. The columns of $F$ are the orbitals $f_i$ occupied before the perturbation, those of $G$ the orbitals occupied after it, and those of $H$ the orbitals $h_j$ then left empty; $H$ is not a Hamiltonian.

```lean
import Mathlib

open Matrix Filter Topology
open scoped ComplexOrder

namespace AndersonOrthogonality

variable {m n u : Type*} [Fintype m] [Fintype n] [Fintype u] [DecidableEq m] [DecidableEq n]
```

Write $M=F^\dagger G$ and $K=F^\dagger H$, where the dagger is `ᴴ` in Lean. The overlap is $S=\det M$.

```lean
/-- The overlap `det (F† G)` of the Slater determinants built from the orbitals (columns)
of `F` and of `G`. -/
def overlap (F G : Matrix m n ℂ) : ℂ := (Fᴴ * G).det
```

The Anderson integral is $I=\sum_{ij}|K_{ij}|^2$, a finite double sum despite its name.

```lean
/-- The Anderson integral: the sum of `|⟨f_i|h_j⟩|²` over the orbitals `f_i` occupied before the
perturbation and the orbitals `h_j` left empty after it. -/
noncomputable def andersonIntegral (F : Matrix m n ℂ) (H : Matrix m u ℂ) : ℝ :=
  ∑ i, ∑ j, ‖(Fᴴ * H) i j‖ ^ 2
```

Two hypotheses recur. `hF` says $F^\dagger F=1$, so the old orbitals are orthonormal. `hGH` says $GG^\dagger+HH^\dagger=1$, which holds when the new orbitals, occupied and empty, form an orthonormal basis. It is slightly weaker than that: orthonormality of the columns of $G$ is not assumed.

## (a) The squared overlap as one determinant

Show, for any $F$ and $G$, that
$$|S|^2=\det(MM^\dagger).$$

**Solution.** Since $\det M^\dagger=\overline{\det M}$, we have $\det(MM^\dagger)=\det M\,\overline{\det M}=|S|^2$. Lean rewrites in the same order; `.re` turns the complex-typed determinant into a real number.

```lean
omit [DecidableEq m] in
/-- The squared modulus of the overlap is the determinant of `M M†`, where `M = F† G`. -/
theorem overlap_sq_eq_det (F G : Matrix m n ℂ) :
    ‖overlap F G‖ ^ 2 = ((Fᴴ * G) * (Fᴴ * G)ᴴ).det.re := by
  rw [Matrix.det_mul, Matrix.det_conjTranspose, Complex.star_def, Complex.mul_conj,
    Complex.ofReal_re, Complex.normSq_eq_norm_sq, overlap]
```

## (b) Conservation of probability

Show that the amplitudes into occupied and empty orbitals satisfy
$$MM^\dagger+KK^\dagger=1.$$

**Solution.** Factor out $F$ and use both hypotheses:
$$F^\dagger GG^\dagger F+F^\dagger HH^\dagger F=F^\dagger(GG^\dagger+HH^\dagger)F=F^\dagger F=1.$$
The `calc` block has these steps.

```lean
/-- If the orbitals `F` are orthonormal, and the occupied orbitals `G` and empty orbitals `H`
together resolve the identity, then the amplitudes obey `M M† + K K† = 1`
with `M = F† G` and `K = F† H`. -/
theorem amplitudes_complete (F G : Matrix m n ℂ) (H : Matrix m u ℂ)
    (hF : Fᴴ * F = 1) (hGH : G * Gᴴ + H * Hᴴ = 1) :
    (Fᴴ * G) * (Fᴴ * G)ᴴ + (Fᴴ * H) * (Fᴴ * H)ᴴ = 1 := by
  calc (Fᴴ * G) * (Fᴴ * G)ᴴ + (Fᴴ * H) * (Fᴴ * H)ᴴ
      = Fᴴ * (G * Gᴴ + H * Hᴴ) * F := by
        simp only [Matrix.conjTranspose_mul, Matrix.conjTranspose_conjTranspose,
          Matrix.mul_add, Matrix.add_mul, Matrix.mul_assoc]
    _ = 1 := by rw [hGH, Matrix.mul_one, hF]
```

## (c) The Anderson integral without empty orbitals

With $P=FF^\dagger$ and $Q=GG^\dagger$, show that
$$I=N-\operatorname{tr}(PQ).$$

**Solution.** The diagonal entries of $KK^\dagger$ are $\sum_j|K_{ij}|^2$, so $\operatorname{tr}KK^\dagger=I$ (`hK`). Cyclicity gives $\operatorname{tr}MM^\dagger=\operatorname{tr}(F^\dagger GG^\dagger F)=\operatorname{tr}(PQ)$ (`hPQ`). The trace of (b) is then $\operatorname{tr}(PQ)+I=N$.

In a tight-binding calculation with an orthonormal basis, one diagonalises the one-particle Hamiltonian without and with the impurity, takes the $N$ lowest orthonormal eigenvectors as $F$ and $G$ respectively, and forms the $N\times N$ matrix $M$. Its determinant is $S$, and $I=N-\sum_{ij}|M_{ij}|^2$, so the empty orbitals are never needed.

```lean
/-- For orthonormal `F`, and `G`, `H` together resolving the identity, the Anderson integral
is `N - tr (P Q)` with `P = F F†`, `Q = G G†` and `N` the number of particles. -/
theorem andersonIntegral_eq (F G : Matrix m n ℂ) (H : Matrix m u ℂ)
    (hF : Fᴴ * F = 1) (hGH : G * Gᴴ + H * Hᴴ = 1) :
    andersonIntegral F H = Fintype.card n - ((F * Fᴴ) * (G * Gᴴ)).trace.re := by
  -- cyclicity of the trace
  have hPQ : ((F * Fᴴ) * (G * Gᴴ)).trace = ((Fᴴ * G) * (Fᴴ * G)ᴴ).trace := by
    rw [Matrix.mul_assoc F, Matrix.trace_mul_comm F]
    simp only [Matrix.conjTranspose_mul, Matrix.conjTranspose_conjTranspose, Matrix.mul_assoc]
  -- the Anderson integral is the trace of `K K†`
  have hK : ((Fᴴ * H) * (Fᴴ * H)ᴴ).trace = (andersonIntegral F H : ℂ) := by
    unfold andersonIntegral
    generalize Fᴴ * H = K
    simp only [Matrix.trace, Matrix.diag_apply, Matrix.mul_apply,
      Matrix.conjTranspose_apply, Complex.ofReal_sum]
    refine Finset.sum_congr rfl fun i _ => Finset.sum_congr rfl fun j _ => ?_
    rw [Complex.star_def, Complex.mul_conj, Complex.normSq_eq_norm_sq]
  have h := congrArg (fun A => (Matrix.trace A).re) (amplitudes_complete F G H hF hGH)
  simp only [Matrix.trace_add, Matrix.trace_one, Complex.add_re, hK, Complex.ofReal_re,
    Complex.natCast_re] at h
  rw [hPQ]
  linarith
```

## (d) Determinant against trace, from above

For a positive semidefinite $N\times N$ matrix $A$, show that
$$\det A\le e^{\operatorname{tr}A-N}.$$

**Solution.** Let $\lambda_i\ge0$ be the eigenvalues. From $1+x\le e^x$ at $x=\lambda_i-1$ we get $\lambda_i\le e^{\lambda_i-1}$. The factors are non-negative, so the inequalities multiply:
$$\det A=\prod_i\lambda_i\le\prod_i e^{\lambda_i-1}=e^{\operatorname{tr}A-N}.$$
`Finset.prod_le_prod` does the multiplication.

```lean
/-- A positive semidefinite `N × N` matrix obeys `det A ≤ exp (tr A - N)`. -/
theorem det_le_exp_trace (A : Matrix n n ℂ) (hA : A.PosSemidef) :
    A.det.re ≤ Real.exp (A.trace.re - Fintype.card n) := by
  have hd : A.det = ((∏ i, hA.isHermitian.eigenvalues i : ℝ) : ℂ) := by
    rw [Complex.ofReal_prod]
    exact hA.isHermitian.det_eq_prod_eigenvalues
  have ht : A.trace = ((∑ i, hA.isHermitian.eigenvalues i : ℝ) : ℂ) := by
    rw [Complex.ofReal_sum]
    exact hA.isHermitian.trace_eq_sum_eigenvalues
  have hs : (∑ i, hA.isHermitian.eigenvalues i) - (Fintype.card n : ℝ)
      = ∑ i, (hA.isHermitian.eigenvalues i - 1) := by
    simp [Finset.sum_sub_distrib]
  rw [hd, ht, Complex.ofReal_re, Complex.ofReal_re, hs, Real.exp_sum]
  -- each eigenvalue obeys `x ≤ exp (x - 1)`
  refine Finset.prod_le_prod (fun i _ => hA.eigenvalues_nonneg i) fun i _ => ?_
  linarith [Real.add_one_le_exp (hA.isHermitian.eigenvalues i - 1)]
```

## (e) Determinant against trace, from below

If $1-A$ is positive semidefinite as well, show that
$$1-(N-\operatorname{tr}A)\le\det A.$$

**Solution.** For a normalised eigenvector $v_i$, $0\le v_i^\dagger(1-A)v_i=1-\lambda_i$, so $\lambda_i\le1$ (`hle`). It remains to prove $1-\sum_i(1-\lambda_i)\le\prod_i\lambda_i$, by induction on the set of factors (`hW`). The empty product gives $1\le1$. Let $p$ be the product so far; $p\le1$ because every factor lies between 0 and 1. A further factor $\lambda$ gives
$$\lambda p=p-(1-\lambda)+(1-\lambda)(1-p)\ge p-(1-\lambda),$$
and the induction hypothesis bounds $p$. The non-negative product $(1-\lambda)(1-p)$ is the term handed to `nlinarith`.

```lean
/-- If `A` and `1 - A` are positive semidefinite `N × N` matrices, then
`1 - (N - tr A) ≤ det A`. -/
theorem one_sub_le_det (A : Matrix n n ℂ) (hA : A.PosSemidef) (hB : (1 - A).PosSemidef) :
    1 - (Fintype.card n - A.trace.re) ≤ A.det.re := by
  have hd : A.det = ((∏ i, hA.isHermitian.eigenvalues i : ℝ) : ℂ) := by
    rw [Complex.ofReal_prod]
    exact hA.isHermitian.det_eq_prod_eigenvalues
  have ht : A.trace = ((∑ i, hA.isHermitian.eigenvalues i : ℝ) : ℂ) := by
    rw [Complex.ofReal_sum]
    exact hA.isHermitian.trace_eq_sum_eigenvalues
  -- the expectation value of `1 - A` in an eigenvector shows that eigenvalues are at most one
  have hle : ∀ i, hA.isHermitian.eigenvalues i ≤ 1 := by
    intro i
    have hv := hA.isHermitian.mulVec_eigenvectorBasis i
    have hvv := inner_self_eq_norm_sq_to_K (𝕜 := ℂ) (hA.isHermitian.eigenvectorBasis i)
    rw [EuclideanSpace.inner_eq_star_dotProduct,
      hA.isHermitian.eigenvectorBasis.orthonormal.1 i, dotProduct_comm] at hvv
    have h := hB.dotProduct_mulVec_nonneg (hA.isHermitian.eigenvectorBasis i).ofLp
    rw [Matrix.sub_mulVec, Matrix.one_mulVec, hv, dotProduct_sub, dotProduct_smul, hvv] at h
    simpa using (Complex.le_def.mp h).1
  -- the Weierstrass product inequality
  have hW : ∀ s : Finset n, 1 - ∑ i ∈ s, (1 - hA.isHermitian.eigenvalues i)
      ≤ ∏ i ∈ s, hA.isHermitian.eigenvalues i := by
    intro s
    induction s using Finset.induction_on with
    | empty => simp
    | insert a s ha ih =>
      have hp : ∏ i ∈ s, hA.isHermitian.eigenvalues i ≤ 1 :=
        Finset.prod_le_one (fun i _ => hA.eigenvalues_nonneg i) fun i _ => hle i
      rw [Finset.sum_insert ha, Finset.prod_insert ha]
      nlinarith [mul_nonneg (sub_nonneg.mpr (hle a)) (sub_nonneg.mpr hp)]
  have h := hW Finset.univ
  have hs : ∑ i, (1 - hA.isHermitian.eigenvalues i)
      = (Fintype.card n : ℝ) - ∑ i, hA.isHermitian.eigenvalues i := by
    simp [Finset.sum_sub_distrib]
  rw [hs] at h
  rwa [hd, ht, Complex.ofReal_re, Complex.ofReal_re]
```

## (f) The overlap between two bounds

Under `hF` and `hGH`, show that
$$1-I\le|S|^2\le e^{-I}.$$

**Solution.** Take $A=MM^\dagger$. It is positive semidefinite, and by (b) so is $1-A=KK^\dagger$; these are `hA` and `hB`. By (a), $\det A=|S|^2$, and by (c), $\operatorname{tr}A-N=-I$. Parts (e) and (d) give the two sides. The lower bound is informative only for $I<1$; for larger $I$ it is zero or negative.

```lean
/-- Anderson's upper bound on the squared overlap, together with a lower bound: for orthonormal `F`,
and `G`, `H` together resolving the identity, the squared overlap lies between `1 - I` and
`exp (-I)`, where `I` is the Anderson integral. -/
theorem anderson_bounds (F G : Matrix m n ℂ) (H : Matrix m u ℂ)
    (hF : Fᴴ * F = 1) (hGH : G * Gᴴ + H * Hᴴ = 1) :
    1 - andersonIntegral F H ≤ ‖overlap F G‖ ^ 2 ∧
      ‖overlap F G‖ ^ 2 ≤ Real.exp (-andersonIntegral F H) := by
  have hA := Matrix.posSemidef_self_mul_conjTranspose (Fᴴ * G)
  have hB : (1 - (Fᴴ * G) * (Fᴴ * G)ᴴ).PosSemidef := by
    rw [← amplitudes_complete F G H hF hGH, add_sub_cancel_left]
    exact Matrix.posSemidef_self_mul_conjTranspose (Fᴴ * H)
  have hPQ : ((F * Fᴴ) * (G * Gᴴ)).trace = ((Fᴴ * G) * (Fᴴ * G)ᴴ).trace := by
    rw [Matrix.mul_assoc F, Matrix.trace_mul_comm F]
    simp only [Matrix.conjTranspose_mul, Matrix.conjTranspose_conjTranspose, Matrix.mul_assoc]
  rw [overlap_sq_eq_det, andersonIntegral_eq F G H hF hGH, hPQ, neg_sub]
  exact ⟨one_sub_le_det _ hA hB, det_le_exp_trace _ hA⟩
```

## (g) Power-law suppression

Let $L>0$ and $\alpha$ be real numbers with $I\ge\alpha\log L$. Show that
$$|S|^2\le L^{-\alpha}.$$

**Solution.** By (f), $|S|^2\le e^{-I}\le e^{-\alpha\log L}=L^{-\alpha}$.

Physically, $L$ is the linear system size in units of the lattice spacing, and the condition stands for the many low-energy particle–hole excitations that a local scatterer creates near a Fermi surface. For $\alpha>0$ the bound then decays as a power of the size. That a given metal and impurity produce this logarithmic growth is assumed here, not derived.

```lean
/-- Power-law bound: for orthonormal `F`, and `G`, `H` together resolving the identity, if the
Anderson integral is at least `α log L` with `L > 0`, the squared overlap is at most `L ^ (-α)`. -/
theorem overlap_power_law (F G : Matrix m n ℂ) (H : Matrix m u ℂ)
    (hF : Fᴴ * F = 1) (hGH : G * Gᴴ + H * Hᴴ = 1) {L α : ℝ} (hL : 0 < L)
    (hI : α * Real.log L ≤ andersonIntegral F H) :
    ‖overlap F G‖ ^ 2 ≤ L ^ (-α) := by
  refine (anderson_bounds F G H hF hGH).2.trans ?_
  rw [Real.rpow_def_of_pos hL]
  exact Real.exp_le_exp.mpr (by linarith)
```

## (h) The orthogonality catastrophe

For a sequence of systems $k=0,1,2,\dots$, each satisfying `hF` and `hGH`, with $I_k\to\infty$, show that
$$|S_k|^2\to0.$$

**Solution.** By (f), $0\le|S_k|^2\le e^{-I_k}$, and the right side tends to zero. `squeeze_zero` is this argument. In the Lean statement `M`, `N` and `U` are the numbers of basis states, particles and empty orbitals, so `M` is not the matrix $F^\dagger G$.

```lean
/-- The orthogonality catastrophe: along a sequence of systems with orthonormal `F`, and `G`, `H`
together resolving the identity, the squared overlap tends to zero if the Anderson integral tends to
infinity. -/
theorem orthogonality_catastrophe (M N U : ℕ → ℕ)
    (F G : ∀ k, Matrix (Fin (M k)) (Fin (N k)) ℂ) (H : ∀ k, Matrix (Fin (M k)) (Fin (U k)) ℂ)
    (hF : ∀ k, (F k)ᴴ * F k = 1) (hGH : ∀ k, G k * (G k)ᴴ + H k * (H k)ᴴ = 1)
    (hI : Tendsto (fun k => andersonIntegral (F k) (H k)) atTop atTop) :
    Tendsto (fun k => ‖overlap (F k) (G k)‖ ^ 2) atTop (𝓝 0) :=
  squeeze_zero (fun _ => sq_nonneg _)
    (fun k => (anderson_bounds (F k) (G k) (H k) (hF k) (hGH k)).2)
    (Real.tendsto_exp_neg_atTop_nhds_zero.comp hI)
```

## (i) The rotated orbital in general

Let the orbital $(1,0)$ turn into $(c,s)$, with $c,s$ real and $c^2+s^2=1$, leaving $(-s,c)$ empty. Check both hypotheses and show that
$$|S|^2=c^2,\qquad I=s^2.$$

**Solution.** The old orbital has norm one, and
$$\begin{pmatrix}c^2&cs\\cs&s^2\end{pmatrix}+\begin{pmatrix}s^2&-cs\\-cs&c^2\end{pmatrix}=1.$$
Here $M=(c)$ and $K=(-s)$, which gives the two values. Since $c^2=1-s^2$, the lower bound in (f) is attained at every angle. Lean checks the matrix identities entry by entry.

```lean
/-- One particle on two sites, its orbital rotated from `(1, 0)` to `(c, s)` with `c² + s² = 1`:
the hypotheses of the bounds hold, the squared overlap is `c²` and the Anderson integral `s²`. -/
theorem anderson_bounds_witness (c s : ℝ) (h : c ^ 2 + s ^ 2 = 1) :
    (!![1; 0] : Matrix (Fin 2) (Fin 1) ℂ)ᴴ * (!![1; 0] : Matrix (Fin 2) (Fin 1) ℂ) = 1 ∧
    (!![(c : ℂ); (s : ℂ)] * !![(c : ℂ); (s : ℂ)]ᴴ
      + !![-(s : ℂ); (c : ℂ)] * !![-(s : ℂ); (c : ℂ)]ᴴ = 1) ∧
    ‖overlap !![1; 0] !![(c : ℂ); (s : ℂ)]‖ ^ 2 = c ^ 2 ∧
    andersonIntegral (!![1; 0] : Matrix (Fin 2) (Fin 1) ℂ) !![-(s : ℂ); (c : ℂ)] = s ^ 2 := by
  have h1 : (c : ℂ) * c + s * s = 1 := by
    have h0 : c * c + s * s = 1 := by linarith
    exact_mod_cast h0
  have h2 : (s : ℂ) * s + c * c = 1 := by rw [add_comm, h1]
  refine ⟨?_, ?_, ?_, ?_⟩
  · ext i j
    fin_cases i
    fin_cases j
    simp [Matrix.mul_apply, Fin.sum_univ_two]
  · ext i j
    rw [Matrix.add_apply, Matrix.mul_apply, Matrix.mul_apply]
    fin_cases i <;> fin_cases j <;> simp [h1, h2, mul_comm]
  · simp [overlap, Matrix.mul_apply, Fin.sum_univ_two]
  · simp [andersonIntegral, Matrix.mul_apply, Fin.sum_univ_two]

end AndersonOrthogonality
```

```lean
#print axioms AndersonOrthogonality.anderson_bounds
#print axioms AndersonOrthogonality.overlap_power_law
#print axioms AndersonOrthogonality.orthogonality_catastrophe
```

```
'AndersonOrthogonality.anderson_bounds' depends on axioms: [propext, Classical.choice, Quot.sound]
'AndersonOrthogonality.overlap_power_law' depends on axioms: [propext, Classical.choice, Quot.sound]
'AndersonOrthogonality.orthogonality_catastrophe' depends on axioms: [propext, Classical.choice, Quot.sound]
```
